# Quasiparticle vacua as the range of $b_1b_2\cdots b_n$

After a Bogoliubov transformation has supplied the fermionic quasiparticle operators $b_1,\dots,b_n$ of a mean-field calculation with finitely many modes, one can build their vacuum by choosing a reference state $\varphi$, applying all the $b_k$ to it and normalising the result. The step works if $b_1b_2\cdots b_n\varphi$ is annihilated by every $b_k$ and is not zero. The first condition always holds. The second depends on $\varphi$: if the $b_k$ are the original particle operators and $n\ge 1$, the bare vacuum is sent to zero.

## From the anticommutators to the vacuum

Let $V$ be a finite-dimensional complex inner-product space, and let the operators $b_k$ on $V$ and their adjoints $b_k^\dagger$ satisfy

$$b_ib_j+b_jb_i=0,\qquad b_ib_j^\dagger+b_j^\dagger b_i=\delta_{ij}.$$

Write $B=b_1b_2\cdots b_n$. A vacuum is a vector $\psi$ with $b_k\psi=0$ for all $k$.

**Every vector $B\varphi$ is a vacuum.** Setting $i=j=k$ in the first relation gives $2b_k^2=0$, so $b_k^2=0$. Moving $b_k$ to the right through $B$ until it meets its own copy gives

$$b_kB=(-1)^{k-1}\,b_1\cdots b_{k-1}\,b_k^2\,b_{k+1}\cdots b_n=0.$$

**$B$ is not the zero operator if $V\neq 0$.** Let $P$ be a product of $m$ annihilation operators of distinct modes, none of them $j$. Since $b_j^\dagger$ anticommutes with each factor, $b_j^\dagger P=(-1)^mPb_j^\dagger$. If $b_jP$ were zero, then

$$P=b_jb_j^\dagger P+b_j^\dagger b_jP=b_jb_j^\dagger P=(-1)^m\,b_jP\,b_j^\dagger=0.$$

A nonzero $P$ therefore stays nonzero when $b_j$ is multiplied on from the left. The empty product is the identity, which is nonzero because $V\ne0$, and $B$ is built from it one factor at a time.

**Every vacuum has the form $B\varphi$.** Let $\psi$ be a vacuum. If $n=0$, then $B=1$ and there is nothing to do. Otherwise write $B=b_1P$ with $P=b_2\cdots b_n$, so that $B^\dagger=P^\dagger b_1^\dagger$. For $k\ne1$ we have $b_kb_1^\dagger\psi=-b_1^\dagger b_k\psi=0$, so $b_1^\dagger\psi$ is empty in all modes of $P$. By induction on the number of factors, $PP^\dagger b_1^\dagger\psi=b_1^\dagger\psi$, and hence

$$BB^\dagger\psi=b_1b_1^\dagger\psi=\psi-b_1^\dagger b_1\psi=\psi.$$

So $\varphi=B^\dagger\psi$ is a reference state that produces $\psi$.

**$B\varphi=0$ exactly when $\varphi$ is orthogonal to $B^\dagger\Omega$ for every vacuum $\Omega$.** The adjoint gives $\langle B^\dagger\Omega,\varphi\rangle=\langle\Omega,B\varphi\rangle$, which vanishes if $B\varphi=0$. Conversely, $B\varphi$ is itself a vacuum, and the choice $\Omega=B\varphi$ turns the orthogonality into $\|B\varphi\|^2=0$.

A usable reference state therefore needs some overlap with a state in which all quasiparticle modes are filled. A normalised vacuum is then $B\varphi/\|B\varphi\|$.

## The relations, the product and the vacuum in Lean

The state space is `V`, and the modes carry labels from a type `ι`.

```lean
import Mathlib

open scoped InnerProductSpace

namespace QuasiparticleVacuumProduct

noncomputable section

variable {V : Type*} [NormedAddCommGroup V] [InnerProductSpace ℂ V] [FiniteDimensional ℂ V]
variable {ι : Type*} [DecidableEq ι]
```

Operators are elements of `Module.End ℂ V`, whose multiplication is composition, and `LinearMap.adjoint` is the Hilbert-space adjoint. The structure `IsCAR` contains the two relations above; the one between two creation operators follows by taking adjoints. It is a hypothesis on the $b_k$, standing for the fermionic statistics that a unitary Bogoliubov transformation preserves. The transformation itself and the Hamiltonian behind it do not appear.

```lean
/-- The canonical anticommutation relations for annihilation operators `b i` and their
adjoints. -/
structure IsCAR (b : ι → Module.End ℂ V) : Prop where
  anti : ∀ i j, b i * b j + b j * b i = 0
  mixed : ∀ i j, b i * LinearMap.adjoint (b j) + LinearMap.adjoint (b j) * b i =
    if i = j then 1 else 0
```

For $n$ modes the labels come from `Fin n`, which counts from zero, so $b_1$ is `b 0` and $b_n$ has the label $n-1$. The list `List.finRange n` fixes the order of the factors.

```lean
/-- The ordered product `b_1 b_2 ⋯ b_n` of all annihilation operators. -/
def vacuumProduct {n : ℕ} (b : Fin n → Module.End ℂ V) : Module.End ℂ V :=
  ((List.finRange n).map b).prod
```

`IsVacuum` does not require normalisation, and the zero vector satisfies it. Nor is the vacuum assumed to be unique up to a factor: $V$ may contain further degrees of freedom on which the $b_k$ do not act.

```lean
/-- A state is a quasiparticle vacuum if every annihilation operator sends it to zero. -/
def IsVacuum (b : ι → Module.End ℂ V) (ψ : V) : Prop := ∀ k, b k ψ = 0
```

## Moving operators through an ordered product

The lemmas concern products over arbitrary lists of modes, so that induction can remove the first factor. In the first lemma, `hsq` is $b_k^2=0$. If the first factor of the list is $b_k$ itself, this square finishes the proof; otherwise $b_k$ anticommutes past it and the induction hypothesis applies to the rest.

```lean
/-- An annihilation operator gives zero when multiplied onto an ordered product that already
contains it. -/
theorem annihilator_mul_prod {b : ι → Module.End ℂ V} (h : IsCAR b) (k : ι) (l : List ι)
    (hk : k ∈ l) : b k * (l.map b).prod = 0 := by
  -- Pauli principle: the same mode cannot be emptied twice
  have hsq : b k * b k = 0 := by
    have h2 := h.anti k k
    rw [← two_smul ℂ] at h2
    exact (smul_eq_zero.mp h2).resolve_left two_ne_zero
  induction l with
  | nil => simp at hk
  | cons j t ih =>
    rw [List.map_cons, List.prod_cons, ← mul_assoc]
    by_cases hkj : k = j
    · rw [← hkj, hsq, zero_mul]
    · have ht : k ∈ t := (List.mem_cons.mp hk).resolve_left hkj
      rw [eq_neg_of_add_eq_zero_left (h.anti k j), neg_mul, mul_assoc, ih ht, mul_zero,
        neg_zero]
```

A creation operator of an absent mode collects one sign per factor, which is $b_j^\dagger P=(-1)^mPb_j^\dagger$ with $m$ as `l.length`.

```lean
/-- A creation operator passes through a product of annihilation operators of other modes,
with one factor `-1` for each of them. -/
theorem creator_mul_prod {b : ι → Module.End ℂ V} (h : IsCAR b) (k : ι) (l : List ι)
    (hk : k ∉ l) : LinearMap.adjoint (b k) * (l.map b).prod =
      (-1 : ℂ) ^ l.length • ((l.map b).prod * LinearMap.adjoint (b k)) := by
  induction l with
  | nil => simp
  | cons j t ih =>
    have hjk : j ≠ k := fun e => hk (by simp [e])
    have ht : k ∉ t := fun e => hk (List.mem_cons_of_mem _ e)
    have hm := h.mixed j k
    rw [if_neg hjk] at hm
    rw [List.map_cons, List.prod_cons, ← mul_assoc, eq_neg_of_add_eq_zero_right hm, neg_mul,
      mul_assoc, ih ht, mul_smul_comm, List.length_cons, pow_succ, mul_neg_one, neg_smul,
      mul_assoc]
```

The next proof assumes $b_jP=0$ as `h0` and derives $P=0$, against the induction hypothesis. The equation `hP` inserts the anticommutator of mode $j$, and the final rewriting is the displayed chain for $P$. `Nontrivial V` says $V\neq0$ and is used for the empty product.

```lean
/-- On a nonzero state space, a product of annihilation operators of distinct modes is not the
zero operator. -/
theorem prod_ne_zero [Nontrivial V] {b : ι → Module.End ℂ V} (h : IsCAR b) (l : List ι)
    (hl : l.Nodup) : (l.map b).prod ≠ 0 := by
  induction l with
  | nil => simp
  | cons j t ih =>
    obtain ⟨hj, ht⟩ := List.nodup_cons.mp hl
    intro h0
    rw [List.map_cons, List.prod_cons] at h0
    apply ih ht
    -- insert the anticommutator of mode j, which is the identity
    have hP : (t.map b).prod = b j * (LinearMap.adjoint (b j) * (t.map b).prod) +
        LinearMap.adjoint (b j) * (b j * (t.map b).prod) := by
      rw [← mul_assoc, ← mul_assoc, ← add_mul, h.mixed, if_pos rfl, one_mul]
    rw [hP, h0, mul_zero, add_zero, creator_mul_prod h j t hj, mul_smul_comm, ← mul_assoc, h0,
      zero_mul, smul_zero]
```

The identity $BB^\dagger\psi=\psi$ is also proved for lists without repetition. The induction is over all `ψ` at once, because its hypothesis is needed for the vector $b_j^\dagger\psi$. That this vector is empty in the remaining modes is `hvac`.

```lean
/-- If a state is empty in a set of distinct modes, filling these modes and then emptying them
in the reverse order returns the state. -/
theorem prod_adjoint_apply {b : ι → Module.End ℂ V} (h : IsCAR b) (l : List ι)
    (hl : l.Nodup) (ψ : V) (hψ : ∀ k ∈ l, b k ψ = 0) :
    (l.map b).prod (LinearMap.adjoint (l.map b).prod ψ) = ψ := by
  induction l generalizing ψ with
  | nil =>
    have h1 : LinearMap.adjoint (1 : Module.End ℂ V) = 1 := star_one (Module.End ℂ V)
    rw [List.map_nil, List.prod_nil, h1]
    rfl
  | cons j t ih =>
    obtain ⟨hj, ht⟩ := List.nodup_cons.mp hl
    -- filling mode j leaves the remaining modes empty
    have hvac : ∀ k ∈ t, b k (LinearMap.adjoint (b j) ψ) = 0 := by
      intro k hk
      have hkj : k ≠ j := fun e => hj (e ▸ hk)
      have hm := LinearMap.congr_fun (h.mixed k j) ψ
      simpa [hkj, hψ k (List.mem_cons_of_mem _ hk)] using hm
    have hadj : LinearMap.adjoint (b j * (t.map b).prod) =
        LinearMap.adjoint (t.map b).prod * LinearMap.adjoint (b j) :=
      LinearMap.adjoint_comp (b j) (t.map b).prod
    rw [List.map_cons, List.prod_cons, hadj]
    change b j ((t.map b).prod
      (LinearMap.adjoint (t.map b).prod (LinearMap.adjoint (b j) ψ))) = ψ
    rw [ih ht _ hvac]
    have hm := LinearMap.congr_fun (h.mixed j j) ψ
    simpa [hψ j (by simp)] using hm
```

## Existence, range and the orthogonality criterion

Applied to the full list of modes, the lemmas give the product construction: $B\ne0$, and $B\varphi$ is a vacuum for every $\varphi$.

```lean
/-- Product construction of the vacuum: `b_1 b_2 ⋯ b_n` is not the zero operator, and every
vector in its range is annihilated by all `b_k`. -/
theorem vacuumProduct_ne_zero_and_isVacuum [Nontrivial V] {n : ℕ}
    {b : Fin n → Module.End ℂ V} (h : IsCAR b) :
    vacuumProduct b ≠ 0 ∧ ∀ φ, IsVacuum b (vacuumProduct b φ) :=
  ⟨prod_ne_zero h _ (List.nodup_finRange n), fun φ k =>
    LinearMap.congr_fun (annihilator_mul_prod h k _ (List.mem_finRange k)) φ⟩
```

The range of $B$ is the whole space of vacua. The forward direction supplies $B^\dagger\psi$ as the reference state.

```lean
/-- The quasiparticle vacua are exactly the vectors in the range of `b_1 b_2 ⋯ b_n`. -/
theorem isVacuum_iff_mem_range {n : ℕ} {b : Fin n → Module.End ℂ V} (h : IsCAR b) (ψ : V) :
    IsVacuum b ψ ↔ ∃ φ, vacuumProduct b φ = ψ := by
  constructor
  · intro hψ
    exact ⟨LinearMap.adjoint (vacuumProduct b) ψ,
      prod_adjoint_apply h _ (List.nodup_finRange n) ψ (fun k _ => hψ k)⟩
  · rintro ⟨φ, rfl⟩ k
    exact LinearMap.congr_fun (annihilator_mul_prod h k _ (List.mem_finRange k)) φ
```

The criterion for a failing reference state uses Mathlib's inner product, which is conjugate-linear in the first argument, as in Dirac notation. `LinearMap.adjoint_inner_left` moves $B$ across it, and the second half tests against the vacuum $B\varphi$.

```lean
/-- The product construction gives zero on a reference state `φ` exactly when `φ` is orthogonal
to every state obtained by filling all modes of a vacuum. -/
theorem vacuumProduct_apply_eq_zero_iff {n : ℕ} {b : Fin n → Module.End ℂ V} (h : IsCAR b)
    (φ : V) : vacuumProduct b φ = 0 ↔
      ∀ Ω, IsVacuum b Ω → ⟪LinearMap.adjoint (vacuumProduct b) Ω, φ⟫_ℂ = 0 := by
  constructor
  · intro h0 Ω _
    rw [LinearMap.adjoint_inner_left, h0, inner_zero_right]
  · intro hΩ
    -- test against the vacuum produced from φ itself
    have h1 := hΩ (vacuumProduct b φ) ((isVacuum_iff_mem_range h _).mpr ⟨φ, rfl⟩)
    rw [LinearMap.adjoint_inner_left] at h1
    exact inner_self_eq_zero.mp h1
```

## Two Jordan–Wigner modes

The relations are realised on the Fock space of two fermionic modes. The entry $-1$ in the second matrix is the sign acquired when the second mode is emptied while the first is occupied.

```lean
/-- The Jordan–Wigner matrices of two fermionic modes in the basis `|00⟩, |01⟩, |10⟩, |11⟩`. -/
def twoModes : Fin 2 → Matrix (Fin 4) (Fin 4) ℂ :=
  ![!![0, 0, 1, 0; 0, 0, 0, 1; 0, 0, 0, 0; 0, 0, 0, 0],
    !![0, 1, 0, 0; 0, 0, 0, 0; 0, 0, 0, -1; 0, 0, 0, 0]]
```

The proof carries matrix products over to operator products (`hmul`) and the identity matrix to the identity operator (`hone`), then checks both relations entry by entry. The conjugate transpose represents the adjoint because the basis is orthonormal.

```lean
/-- The two Jordan–Wigner modes on `ℂ⁴` obey the canonical anticommutation relations. -/
theorem isCAR_witness :
    IsCAR (V := EuclideanSpace ℂ (Fin 4)) (fun i => Matrix.toEuclideanLin (twoModes i)) := by
  have hmul : ∀ A B : Matrix (Fin 4) (Fin 4) ℂ,
      (Matrix.toEuclideanLin A * Matrix.toEuclideanLin B :
        Module.End ℂ (EuclideanSpace ℂ (Fin 4))) = Matrix.toEuclideanLin (A * B) := by
    intro A B
    refine LinearMap.ext fun v => ?_
    change WithLp.toLp 2 (A.mulVec (B.mulVec v.ofLp)) = WithLp.toLp 2 ((A * B).mulVec v.ofLp)
    rw [Matrix.mulVec_mulVec]
  have hone : (Matrix.toEuclideanLin (1 : Matrix (Fin 4) (Fin 4) ℂ) :
      Module.End ℂ (EuclideanSpace ℂ (Fin 4))) = 1 := by
    refine LinearMap.ext fun v => ?_
    change WithLp.toLp 2 ((1 : Matrix (Fin 4) (Fin 4) ℂ).mulVec v.ofLp) = v
    rw [Matrix.one_mulVec]
  constructor
  · intro i j
    have hM : twoModes i * twoModes j + twoModes j * twoModes i = 0 := by
      ext a c
      fin_cases i <;> fin_cases j <;> fin_cases a <;> fin_cases c <;>
        simp [twoModes]
    rw [hmul, hmul, ← map_add, hM, map_zero]
  · intro i j
    have hM : twoModes i * (twoModes j).conjTranspose +
        (twoModes j).conjTranspose * twoModes i = if i = j then 1 else 0 := by
      ext a c
      -- write the products entrywise before inserting the matrices
      simp only [Matrix.add_apply, Matrix.mul_apply, Matrix.conjTranspose_apply,
        Fin.sum_univ_four]
      fin_cases i <;> fin_cases j <;> fin_cases a <;> fin_cases c <;>
        simp [twoModes]
    rw [← Matrix.toEuclideanLin_conjTranspose_eq_adjoint, hmul, hmul, ← map_add, hM]
    split_ifs
    · exact hone
    · exact map_zero _

end

end QuasiparticleVacuumProduct
```

```lean
#print axioms QuasiparticleVacuumProduct.vacuumProduct_ne_zero_and_isVacuum
-- 'QuasiparticleVacuumProduct.vacuumProduct_ne_zero_and_isVacuum' depends on axioms: [propext, Classical.choice, Quot.sound]
#print axioms QuasiparticleVacuumProduct.isVacuum_iff_mem_range
-- 'QuasiparticleVacuumProduct.isVacuum_iff_mem_range' depends on axioms: [propext, Classical.choice, Quot.sound]
#print axioms QuasiparticleVacuumProduct.vacuumProduct_apply_eq_zero_iff
-- 'QuasiparticleVacuumProduct.vacuumProduct_apply_eq_zero_iff' depends on axioms: [propext, Classical.choice, Quot.sound]
```
